# Mean phonon number after a sudden frequency change of one harmonic mode

A formal statement must first fix what position $q$ and momentum $p$ are. A commutator of finite matrices has zero trace, which excludes $[q,p]=i$ in any nonzero finite dimension. Here $q$ and $p$ are linear maps of a complex inner product space $V$ into itself, symmetric in the sense $\langle qx,y\rangle=\langle x,qy\rangle$ (likewise for $p$), and assumed to obey $[q,p]=qp-pq=i$. $V$ is not assumed complete and stands for a common invariant domain, such as finite combinations of number states.

## The identity

With mass-weighted coordinates, $\hbar=1$ and frequency $\omega>0$, set
$$a=\frac{\omega q+ip}{\sqrt{2\omega}},\qquad a^*=\frac{\omega q-ip}{\sqrt{2\omega}}.$$
A sudden change to $\omega'>0$ leaves $q$, $p$ and the state $\psi$ unchanged, and $b$, $b^*$ are the same expressions at $\omega'$. With
$$u=\frac{\omega'+\omega}{2\sqrt{\omega\omega'}},\qquad v=\frac{\omega'-\omega}{2\sqrt{\omega\omega'}}$$
one has $b=ua+va^*$ and $[b,b^*]=1$, and a unit vector with $a^*a\psi=n\psi$, $n$ real, has
$$\|b\psi\|^2=n+(2n+1)\frac{(\omega'-\omega)^2}{4\omega\omega'}.$$
For $a\psi=0$ this is $(\omega'-\omega)^2/(4\omega\omega')$.

## Use in a code

A code that switches force constants instantaneously, as in a vertical electronic transition or a quench, can describe the unchanged state through the new ladder operators. For one undisplaced harmonic mode that mixes with no other, $u$ and $v$ are that transformation and $\|b\psi\|^2$ is the mean occupation to reproduce.

## Derivation

The coefficients obey $u+v=\sqrt{\omega'/\omega}$ and $u-v=\sqrt{\omega/\omega'}$, so $u^2-v^2=1$, and $v^2=(\omega'-\omega)^2/(4\omega\omega')$. Then
$$ua+va^*=\frac{(u+v)\,\omega q+i(u-v)\,p}{\sqrt{2\omega}}=\frac{\omega'q+ip}{\sqrt{2\omega'}}=b,$$
and exchanging $u$ and $v$ flips the sign of the $p$ term, giving $b^*=va+ua^*$. The commutators are
$$[a,a^*]=\frac{-2i\omega}{2\omega}[q,p]=1,\qquad [b,b^*]=(u^2-v^2)[a,a^*]=1.$$
The inner product is antilinear in its first slot, so symmetry of $q$ and $p$ gives $\langle a^*x,y\rangle=\langle x,ay\rangle$, and by conjugation $\langle ax,y\rangle=\langle x,a^*y\rangle$. From $aa^*=a^*a+1$ follow $aa^*\psi=(n+1)\psi$ and $a^*a\,(a\psi)=(n-1)\,a\psi$, hence $\|a\psi\|^2=n$ and $\|a^*\psi\|^2=n+1$. For the cross term $z=\langle a^*\psi,a\psi\rangle$,
$$(n+1)z=\langle aa^*\psi,\,aa\psi\rangle=\langle a^*\psi,\,a^*aa\psi\rangle=(n-1)z,$$
so $z=0$. Therefore $\|b\psi\|^2=u^2n+v^2(n+1)=n+(2n+1)v^2$.

## The file

In Lean 4 with Mathlib:

```lean
import Mathlib

open scoped InnerProductSpace

namespace SuddenFrequencyChange

noncomputable section

variable {A : Type*} [Ring A] [Algebra ℂ A]

variable {V : Type*} [NormedAddCommGroup V] [InnerProductSpace ℂ V]

/-- Annihilator `(ω q + i p)/√(2ω)` of a mode of frequency `ω` (mass-weighted, `ħ = 1`). -/
def ann (ω : ℝ) (q p : A) : A :=
  ((Real.sqrt (2 * ω) : ℝ) : ℂ)⁻¹ • ((ω : ℂ) • q + Complex.I • p)

/-- Creator `(ω q - i p)/√(2ω)` of a mode of frequency `ω`. -/
def cre (ω : ℝ) (q p : A) : A :=
  ((Real.sqrt (2 * ω) : ℝ) : ℂ)⁻¹ • ((ω : ℂ) • q - Complex.I • p)

/-- Bogoliubov coefficient `u = (ω' + ω)/(2√(ωω'))`. -/
def coefU (ω ω' : ℝ) : ℝ := (ω' + ω) / (2 * Real.sqrt (ω * ω'))

/-- Bogoliubov coefficient `v = (ω' - ω)/(2√(ωω'))`. -/
def coefV (ω ω' : ℝ) : ℝ := (ω' - ω) / (2 * Real.sqrt (ω * ω'))

/-- For positive frequencies `u² - v² = 1` and `v² = (ω' - ω)²/(4ωω')`. -/
theorem coef_sq {ω ω' : ℝ} (hω : 0 < ω) (hω' : 0 < ω') :
    coefU ω ω' ^ 2 - coefV ω ω' ^ 2 = 1 ∧
      coefV ω ω' ^ 2 = (ω' - ω) ^ 2 / (4 * ω * ω') := by
  have h1 := hω.ne'
  have h2 := hω'.ne'
  simp only [coefU, coefV, div_pow, mul_pow, Real.sq_sqrt (mul_pos hω hω').le]
  constructor <;> field_simp <;> ring

/-- The ladder operators at `ω'` in terms of those at `ω`:
`b = u a + v a*` and `b* = v a + u a*`. -/
theorem bogoliubov {ω ω' : ℝ} (hω : 0 < ω) (hω' : 0 < ω') (q p : A) :
    ann ω' q p = (coefU ω ω' : ℂ) • ann ω q p + (coefV ω ω' : ℂ) • cre ω q p ∧
      cre ω' q p = (coefV ω ω' : ℂ) • ann ω q p + (coefU ω ω' : ℂ) • cre ω q p := by
  -- u + v rescales the position part, u - v the momentum part
  have h : (Real.sqrt (2 * ω))⁻¹ * (coefU ω ω' + coefV ω ω') * ω
        = (Real.sqrt (2 * ω'))⁻¹ * ω' ∧
      (Real.sqrt (2 * ω))⁻¹ * (coefU ω ω' - coefV ω ω') = (Real.sqrt (2 * ω'))⁻¹ := by
    obtain ⟨s, hs, rfl⟩ : ∃ s : ℝ, 0 < s ∧ ω = s ^ 2 :=
      ⟨Real.sqrt ω, Real.sqrt_pos.mpr hω, (Real.sq_sqrt hω.le).symm⟩
    obtain ⟨t, ht, rfl⟩ : ∃ t : ℝ, 0 < t ∧ ω' = t ^ 2 :=
      ⟨Real.sqrt ω', Real.sqrt_pos.mpr hω', (Real.sq_sqrt hω'.le).symm⟩
    have h2 : (0 : ℝ) ≤ 2 := by norm_num
    have h3 : Real.sqrt 2 ≠ 0 := by positivity
    have hs' := hs.ne'
    have ht' := ht.ne'
    simp only [coefU, coefV, Real.sqrt_mul h2, Real.sqrt_mul (sq_nonneg s),
      Real.sqrt_sq hs.le, Real.sqrt_sq ht.le]
    constructor <;> field_simp <;> ring
  have h1 : ((Real.sqrt (2 * ω) : ℝ) : ℂ)⁻¹ * (coefU ω ω' + coefV ω ω') * ω
      = ((Real.sqrt (2 * ω') : ℝ) : ℂ)⁻¹ * ω' := by exact_mod_cast h.1
  have h2 : ((Real.sqrt (2 * ω) : ℝ) : ℂ)⁻¹ * (coefU ω ω' - coefV ω ω')
      = ((Real.sqrt (2 * ω') : ℝ) : ℂ)⁻¹ := by exact_mod_cast h.2
  unfold ann cre
  constructor
  · match_scalars
    · linear_combination -h1
    · linear_combination (-Complex.I) * h2
  · match_scalars
    · linear_combination -h1
    · linear_combination Complex.I * h2

/-- The relation `[q, p] = i` gives `[a, a*] = 1` at any positive frequency. -/
theorem ladder_ccr {ω : ℝ} (hω : 0 < ω) {q p : A} (hqp : q * p - p * q = Complex.I • (1 : A)) :
    ann ω q p * cre ω q p - cre ω q p * ann ω q p = 1 := by
  have hr : Real.sqrt (2 * ω) * Real.sqrt (2 * ω) = 2 * ω := Real.mul_self_sqrt (by positivity)
  have hs : ((Real.sqrt (2 * ω) : ℝ) : ℂ) * ((Real.sqrt (2 * ω) : ℝ) : ℂ) = 2 * (ω : ℂ) := by
    exact_mod_cast hr
  have hne : ((Real.sqrt (2 * ω) : ℝ) : ℂ) ≠ 0 :=
    Complex.ofReal_ne_zero.mpr (by positivity)
  unfold ann cre
  generalize ((Real.sqrt (2 * ω) : ℝ) : ℂ) = r at hs hne
  have hc : r⁻¹ * r⁻¹ * (2 * (ω : ℂ)) = 1 := by
    rw [← hs]
    field_simp
  have key : r⁻¹ • ((ω : ℂ) • q + Complex.I • p) * r⁻¹ • ((ω : ℂ) • q - Complex.I • p)
      - r⁻¹ • ((ω : ℂ) • q - Complex.I • p) * r⁻¹ • ((ω : ℂ) • q + Complex.I • p)
      = (r⁻¹ * r⁻¹ * (-2 * Complex.I * ω)) • (q * p - p * q) := by
    simp only [smul_mul_assoc, mul_smul_comm, add_mul, mul_add, sub_mul, mul_sub]
    module
  have one : r⁻¹ * r⁻¹ * (-2 * Complex.I * ω) * Complex.I = 1 := by
    linear_combination hc + (-2 * r⁻¹ * r⁻¹ * ω) * Complex.I_mul_I
  rw [key, hqp, smul_smul, one, one_smul]

/-- If `[a, a*] = 1` and `u² - v² = 1`, then `[u a + v a*, v a + u a*] = 1`. -/
theorem mixing_ccr {a ad : A} (h : a * ad - ad * a = 1) {u v : ℝ} (huv : u ^ 2 - v ^ 2 = 1) :
    ((u : ℂ) • a + (v : ℂ) • ad) * ((v : ℂ) • a + (u : ℂ) • ad)
      - ((v : ℂ) • a + (u : ℂ) • ad) * ((u : ℂ) • a + (v : ℂ) • ad) = 1 := by
  have hc : (u : ℂ) ^ 2 - (v : ℂ) ^ 2 = 1 := by exact_mod_cast huv
  calc _ = ((u : ℂ) ^ 2 - (v : ℂ) ^ 2) • (a * ad - ad * a) := by
        simp only [smul_mul_assoc, mul_smul_comm, add_mul, mul_add]
        module
    _ = 1 := by rw [hc, h, one_smul]

/-- For symmetric `q` and `p` the creator is the formal adjoint of the annihilator. -/
theorem cre_adjoint (ω : ℝ) {q p : Module.End ℂ V} (hq : LinearMap.IsSymmetric q)
    (hp : LinearMap.IsSymmetric p) (x y : V) :
    ⟪cre ω q p x, y⟫_ℂ = ⟪x, ann ω q p y⟫_ℂ := by
  simp only [ann, cre, LinearMap.smul_apply, LinearMap.add_apply, LinearMap.sub_apply,
    inner_smul_left, inner_smul_right, inner_add_right, inner_sub_left, hq x y, hp x y,
    map_inv₀, Complex.conj_ofReal, Complex.conj_I]
  ring

/-- For adjoint operators with `[a, a*] = 1` and a unit vector with `a* a ψ = n ψ`,
`‖(u a + v a*) ψ‖² = u² n + v² (n + 1)` for real `u`, `v`. -/
theorem norm_sq_mixing {a ad : Module.End ℂ V} (hadj : ∀ x y, ⟪ad x, y⟫_ℂ = ⟪x, a y⟫_ℂ)
    (hccr : a * ad - ad * a = 1) {ψ : V} (hψ : ‖ψ‖ = 1) {n : ℝ}
    (hn : ad (a ψ) = (n : ℂ) • ψ) (u v : ℝ) :
    ‖((u : ℂ) • a + (v : ℂ) • ad) ψ‖ ^ 2 = u ^ 2 * n + v ^ 2 * (n + 1) := by
  have hc : ∀ x, a (ad x) = ad (a x) + x := by
    intro x
    have h := congrArg (fun T : Module.End ℂ V => T x) hccr
    simp only [LinearMap.sub_apply, Module.End.mul_apply, Module.End.one_apply] at h
    exact sub_eq_iff_eq_add'.mp h
  have hadj' : ∀ x y, ⟪a x, y⟫_ℂ = ⟪x, ad y⟫_ℂ := by
    intro x y
    rw [← inner_conj_symm (a x) y, ← hadj y x, inner_conj_symm]
  have h0 : ⟪ψ, ψ⟫_ℂ = 1 := by
    rw [inner_self_eq_norm_sq_to_K, hψ]
    simp
  have e1 : a (ad ψ) = ((n : ℂ) + 1) • ψ := by rw [hc, hn, add_smul, one_smul]
  have e2 : ad (a (a ψ)) = ((n : ℂ) - 1) • a ψ := by
    have h := hc (a ψ)
    rw [hn, map_smul] at h
    rw [sub_smul, one_smul]
    exact eq_sub_of_add_eq h.symm
  have h1 : ⟪a ψ, a ψ⟫_ℂ = n := by rw [hadj', hn, inner_smul_right, h0, mul_one]
  have h2 : ⟪ad ψ, ad ψ⟫_ℂ = n + 1 := by rw [hadj, e1, inner_smul_right, h0, mul_one]
  -- the cross term z obeys (n + 1) z = (n - 1) z, so it vanishes
  have z : ⟪ad ψ, a ψ⟫_ℂ = 0 := by
    have t := hadj' (ad ψ) (a (a ψ))
    rw [e1, e2, inner_smul_left, inner_smul_right, ← hadj ψ (a ψ)] at t
    simp only [map_add, map_one, Complex.conj_ofReal] at t
    linear_combination t / 2
  have z' : ⟪a ψ, ad ψ⟫_ℂ = 0 := by rw [← inner_conj_symm (a ψ) (ad ψ), z, map_zero]
  have key : ⟪((u : ℂ) • a + (v : ℂ) • ad) ψ, ((u : ℂ) • a + (v : ℂ) • ad) ψ⟫_ℂ
      = ((u ^ 2 * n + v ^ 2 * (n + 1) : ℝ) : ℂ) := by
    simp only [LinearMap.add_apply, LinearMap.smul_apply, inner_add_left, inner_add_right,
      inner_smul_left, inner_smul_right, h1, h2, z, z', Complex.conj_ofReal]
    push_cast
    ring
  rw [← inner_self_eq_norm_sq (𝕜 := ℂ), key, RCLike.re_to_complex, Complex.ofReal_re]

/-- For symmetric `q`, `p` with `[q, p] = i` and positive frequencies, a unit vector with
`a* a ψ = n ψ` at frequency `ω` has mean phonon number
`‖b ψ‖² = n + (2n + 1)(ω' - ω)²/(4ωω')` at frequency `ω'`. -/
theorem phonon_number_after_change {ω ω' : ℝ} (hω : 0 < ω) (hω' : 0 < ω')
    {q p : Module.End ℂ V} (hq : LinearMap.IsSymmetric q) (hp : LinearMap.IsSymmetric p)
    (hqp : q * p - p * q = Complex.I • (1 : Module.End ℂ V)) {ψ : V} (hψ : ‖ψ‖ = 1) {n : ℝ}
    (hn : cre ω q p (ann ω q p ψ) = (n : ℂ) • ψ) :
    ‖ann ω' q p ψ‖ ^ 2 = n + (2 * n + 1) * ((ω' - ω) ^ 2 / (4 * ω * ω')) := by
  obtain ⟨huv, hv⟩ := coef_sq hω hω'
  rw [(bogoliubov hω hω' q p).1,
    norm_sq_mixing (cre_adjoint ω hq hp) (ladder_ccr hω hqp) hψ hn, ← hv]
  linear_combination n * huv

/-- Sudden change `ω → ω'` (both positive), for symmetric `q`, `p` with `[q, p] = i`: `b = u a + v a*`, `[b, b*] = 1`, and a unit vector annihilated
by `a` has mean phonon number `‖b ψ‖² = (ω' - ω)²/(4ωω')`. -/
theorem sudden_frequency_change {ω ω' : ℝ} (hω : 0 < ω) (hω' : 0 < ω')
    {q p : Module.End ℂ V} (hq : LinearMap.IsSymmetric q) (hp : LinearMap.IsSymmetric p)
    (hqp : q * p - p * q = Complex.I • (1 : Module.End ℂ V)) :
    ann ω' q p = (coefU ω ω' : ℂ) • ann ω q p + (coefV ω ω' : ℂ) • cre ω q p ∧
      ann ω' q p * cre ω' q p - cre ω' q p * ann ω' q p = 1 ∧
      ∀ ψ : V, ‖ψ‖ = 1 → ann ω q p ψ = 0 →
        ‖ann ω' q p ψ‖ ^ 2 = (ω' - ω) ^ 2 / (4 * ω * ω') := by
  obtain ⟨hb, hbd⟩ := bogoliubov hω hω' q p
  refine ⟨hb, ?_, fun ψ hψ hvac => ?_⟩
  · rw [hb, hbd]
    exact mixing_ccr (ladder_ccr hω hqp) (coef_sq hω hω').1
  · have hn : cre ω q p (ann ω q p ψ) = ((0 : ℝ) : ℂ) • ψ := by
      rw [hvac]
      simp
    rw [phonon_number_after_change hω hω' hq hp hqp hψ hn]
    ring

/-- Differentiation `d/dX` on complex polynomials. -/
def polyD : Module.End ℂ (Polynomial ℂ) := Polynomial.derivative

/-- Multiplication by `X` on complex polynomials. -/
def polyX : Module.End ℂ (Polynomial ℂ) := LinearMap.mulLeft ℂ Polynomial.X

/-- Position operator `d/dX + X` on polynomials. -/
def polyQ : Module.End ℂ (Polynomial ℂ) := polyD + polyX

/-- Momentum operator `-(i/2)(d/dX - X)` on polynomials. -/
def polyP : Module.End ℂ (Polynomial ℂ) := (-(Complex.I / 2)) • (polyD - polyX)

-- Only the algebraic relations are checked below; no inner product on polynomials is built.

/-- On polynomials `[q, p] = i`, and at `ω = 1/2` the annihilator is `d/dX`, the creator is
multiplication by `X`, and the annihilator kills the constant `1`. -/
theorem polynomial_ccr_witness :
    polyQ * polyP - polyP * polyQ = Complex.I • (1 : Module.End ℂ (Polynomial ℂ)) ∧
      ann (1 / 2) polyQ polyP = polyD ∧ cre (1 / 2) polyQ polyP = polyX ∧
      ann (1 / 2) polyQ polyP 1 = 0 := by
  have hDX : polyD * polyX = polyX * polyD + 1 := by
    apply LinearMap.ext
    intro f
    simp [polyD, polyX, Polynomial.derivative_mul]
    ring
  have h1 : Real.sqrt (2 * (1 / 2)) = 1 := by norm_num
  have h2 : ((1 / 2 : ℝ) : ℂ) = 1 / 2 := by norm_num
  have ha : ann (1 / 2) polyQ polyP = polyD := by
    simp only [ann, h1, h2, polyQ, polyP, Complex.ofReal_one, inv_one, one_smul]
    match_scalars <;> first
      | linear_combination (1 / 2) * Complex.I_mul_I
      | linear_combination (-1 / 2) * Complex.I_mul_I
  refine ⟨?_, ha, ?_, ?_⟩
  · simp only [polyQ, polyP, smul_mul_assoc, mul_smul_comm, add_mul, mul_add, sub_mul,
      mul_sub, hDX]
    module
  · simp only [cre, h1, h2, polyQ, polyP, Complex.ofReal_one, inv_one, one_smul]
    match_scalars <;> first
      | linear_combination (1 / 2) * Complex.I_mul_I
      | linear_combination (-1 / 2) * Complex.I_mul_I
  · rw [ha]
    simp [polyD]

end

end SuddenFrequencyChange
```

```lean
#print axioms SuddenFrequencyChange.phonon_number_after_change
#print axioms SuddenFrequencyChange.sudden_frequency_change
```

```
'SuddenFrequencyChange.phonon_number_after_change' depends on axioms: [propext, Classical.choice, Quot.sound]
'SuddenFrequencyChange.sudden_frequency_change' depends on axioms: [propext, Classical.choice, Quot.sound]
```

## Statement and proof

`ann ω q p` and `cre ω q p` are $a$ and $a^*$, `ann ω' q p` is $b$, and `coefU`, `coefV` are $u$, $v$. Purely algebraic results are stated in any complex algebra `A`, norm results in `Module.End ℂ V`. `sudden_frequency_change` assumes positive frequencies, symmetry (`hq`, `hp`) and $[q,p]=i$ (`hqp`). It concludes $b=ua+va^*$, $[b,b^*]=1$, and the vacuum value for every unit $\psi$ with $a\psi=0$. `phonon_number_after_change` gives the formula for any real `n` satisfying `hn`. The reading of $\|b\psi\|^2$ as $\langle\psi,b^*b\psi\rangle$ rests on `cre_adjoint` at $\omega'$.

`coef_sq` proves the two identities for squares. `bogoliubov` needs no commutation relation: it writes $\omega=s^2$, $\omega'=t^2$ with $s,t>0$ to remove the roots and obtains the $u+v$ and $u-v$ rescalings as `h1` and `h2`. `ladder_ccr` and `mixing_ccr` are the two commutators. In `norm_sq_mixing`, `e1` and `e2` are the shifted eigenvalue equations, `t` is $(n+1)z=(n-1)z$, and `key` expands the norm. The vacuum case sets $n=0$.

The operator algebra turns on `match_scalars`. Given an equation between linear combinations, it treats the non-scalar terms as independent atoms and leaves one scalar goal per atom. In `bogoliubov` the atoms are `q` and `p`, and the goals are closed by multiples of `h1` and `h2`, as in comparing coefficients on paper. `module` does the same and finishes each goal by ring arithmetic. In `mixing_ccr`, once `simp only` has multiplied out, products such as `a * ad` and `ad * a` are distinct atoms, so operators are never commuted.

## Coverage and limits

Suddenness is assumed by using one $\psi$ at both frequencies. No Hamiltonian or time evolution appears, and no criterion says how fast a switch must be. The result is a mean and says nothing about the distribution over new number states. Integrality of $n$, self-adjointness and the existence of a vacuum in $V$ are not derived. Zero-frequency and unstable modes are excluded by `hω` and `hω'`. `polynomial_ccr_witness` takes $q=d/dX+X$ and $p=-\tfrac i2(d/dX-X)$ on polynomials in $X$ and shows $[q,p]=i$, with $a=d/dX$, $a^*=X$ and $a\,1=0$ at $\omega=1/2$. It builds no inner product, so symmetry is not exhibited together with the commutator.

A truncated number basis violates `hqp`, as the following example shows; it was worked on paper and the file does not contain it. On $\mathbb C^2$ with orthonormal basis $e_0,e_1$ let $ae_1=e_0$, $ae_0=0$, let $a^*$ be the adjoint matrix, and set $q=(a+a^*)/\sqrt{2\omega}$, $p=-i\sqrt{\omega/2}\,(a-a^*)$. Both are symmetric and $a^*ae_1=e_1$, but $[q,p]=i\,\mathrm{diag}(1,-1)$. Since $a^*e_1=0$, $\|be_1\|^2=u^2$. For $\omega=1$, $\omega'=4$ this is $25/16$, while the formula with $n=1$ gives $43/16$.

One could instead take $a$ and $a^*$ as primitive and define $b$ as $ua+va^*$. `mixing_ccr` and `norm_sq_mixing` would apply unchanged, but the mixing would become a definition, and the link between $u$, $v$ and the annihilator of frequency $\omega'$ would need $q$ and $p$ to be defined from $a$ and $a^*$ and the identity $ua+va^*=(\omega'q+ip)/\sqrt{2\omega'}$ to be proved separately.
